# Arbitrarily deep square wells with the same s-wave phase shift at one energy

## The well and its two waves

Use units with ħ²/2m = 1. A particle of energy κ², with κ > 0, meets the spherical potential −V₀ for r < R and 0 for r > R. The s-wave radial function u(r), which is r times the wave function up to a constant, obeys

u″ = (−V₀ − κ²) u inside, u″ = −κ² u outside, u(0) = 0.

With the interior wave number K = √(κ² + V₀), the solutions are

u = sin(Kr) inside, u = A sin(κr + δ) outside.

The well has phase shift δ if some real amplitude A makes value and slope continuous at R. Write φ = κR + δ for the exterior phase at the edge. The two conditions are

sin(KR) = A sin φ

K cos(KR) = A κ cos φ.

A change of δ by π only flips the sign of A, so matching at a single energy fixes δ only modulo π.

## One depth in each window

Suppose sin φ ≠ 0 and let n be an integer with nπ > κR. Then exactly one depth V₀ > 0 has K between nπ/R and (n+1)π/R and phase shift δ. For δ = 0 the hypothesis reads sin(κR) ≠ 0, and the matching condition is K cot(KR) = κ cot(κR).

For s waves of a square well at a single energy, scattering therefore cannot tell a deep well from a suitably chosen shallower one. This is the freedom that pseudopotentials exploit, seen here in a one-parameter, non-interacting model.

In Lean this is `existsUnique_depth`. `waveNumber κ V₀` is K, and `HasPhaseShift κ R V₀ δ` is the pair of matching conditions with A existentially quantified. The open window is an `Ioo`, and `n` is a natural number whose positivity follows from `κ * R < n * π`. The quantifier `∃!` covers three conditions together: positive depth, wave number in the window, and phase shift δ.

The reduction to the radial equation and the continuity of u and u′ at R are built into the definition. It is meant for κ² + V₀ > 0, which every well satisfies; otherwise Lean's square root gives K = 0, and A = 0 meets both conditions for every δ. Higher partial waves, other potential shapes and the energy dependence of δ are not treated: two wells that agree at κ² will in general differ at other energies.

## Removing the amplitude

Multiply the slope condition by sin φ and use the value condition to replace A sin φ:

K cos(KR) sin φ = κ cos φ sin(KR).   (W)

This says that the Wronskian of the two waves vanishes at R. Conversely, if (W) holds, take

A = sin(KR) sin φ + (K/κ) cos(KR) cos φ.

By (W), A sin φ = sin(KR)(sin²φ + cos²φ) = sin(KR), and A κ cos φ = K cos(KR)(sin²φ + cos²φ) = K cos(KR). If neither sine vanishes, dividing (W) by both gives K cot(KR) = κ cot φ.

Now let δ and δ′ both satisfy (W), with φ′ = κR + δ′. Expand sin(δ′ − δ) = sin φ′ cos φ − cos φ′ sin φ, multiply by K cos(KR) or by κ sin(KR), and apply (W) to each term. Both products vanish:

sin(δ′ − δ) K cos(KR) = 0, sin(δ′ − δ) κ sin(KR) = 0.

The sine and cosine of KR are never both zero, and K and κ are positive, so sin(δ′ − δ) = 0 and δ′ = δ + mπ for an integer m.

## One root between consecutive zeros of the sine

Put x = KR, s = sin φ and c = κR cos φ. Multiplied by R, (W) becomes

x cos x · s = c sin x, with nπ < x < (n+1)π.

There is at most one root. In the window sin x ≠ 0, so the equation is x cot x = c/s, and

(x cot x)′ = (sin x cos x − x)/sin²x = (sin 2x − 2x)/(2 sin²x) < 0,

because sin 2x < 2x for x > 0.

There is at least one root. The continuous function

g(x) = (−1)ⁿ s (x cos x · s − c sin x)

has g(nπ) = nπ s² > 0 and g((n+1)π) = −(n+1)π s² < 0, so it vanishes in between.

The depth is V₀ = (x/R)² − κ². It is positive because x > nπ > κR, and it is unique because x is.

## A node at the edge, and arbitrary depth

If sin φ = 0, the value condition forces sin(KR) = 0, which no K in an open window satisfies. The solutions sit at the window ends instead: K = nπ/R with nπ > κR makes both sides of (W) zero and gives V₀ > 0.

Every δ is therefore reached at arbitrarily large depth, with no condition on sin φ. Given a bound M, choose n with nπ/R > κ + |M| + 1. In either case there is a solution with K ≥ nπ/R, and

V₀ = K² − κ² > (κ + |M| + 1)² − κ² ≥ (|M| + 1)² > M.

## Numbers for κR = π/2

Take R = 1, κ = π/2 and δ = 0. Then cot(κR) = 0, so K cot K = 0 and K = (n + ½)π. The depths are

V₀ = (n + ½)²π² − π²/4 = n(n+1)π², n = 1, 2, 3, …

The first two are 2π² ≈ 19.74 and 6π² ≈ 59.22. For n = 1, K = 3π/2 lies between π and 2π. At the edge the interior wave has value −1 and slope 0, and it joins −sin(κr), so A = −1.

## The Lean file

```lean
import Mathlib

open Real Set

namespace SquareWellPhaseShift

noncomputable section

/-- The wave number `K = √(κ² + V₀)` inside a well of depth `V₀` at energy `κ²`,
for `κ² + V₀ ≥ 0`. -/
def waveNumber (κ V₀ : ℝ) : ℝ := √(κ ^ 2 + V₀)

/-- The well of depth `V₀` and radius `R` has s-wave phase shift `δ` at energy `κ²`: the interior
wave `sin (K r)` joins some multiple of `sin (κ r + δ)` at `R` in value and slope. -/
def HasPhaseShift (κ R V₀ δ : ℝ) : Prop :=
  ∃ A : ℝ, sin (waveNumber κ V₀ * R) = A * sin (κ * R + δ) ∧
    waveNumber κ V₀ * cos (waveNumber κ V₀ * R) = A * (κ * cos (κ * R + δ))

/-- In a region of constant potential `-V`, the wave `u = sin (K r + θ)` solves the radial
equation `u'' = (-V - κ²) u`. -/
theorem wave_solves {κ V : ℝ} (hV : 0 ≤ κ ^ 2 + V) (θ r : ℝ) :
    HasDerivAt (fun r => sin (waveNumber κ V * r + θ))
      (waveNumber κ V * cos (waveNumber κ V * r + θ)) r ∧
    HasDerivAt (fun r => waveNumber κ V * cos (waveNumber κ V * r + θ))
      ((-V - κ ^ 2) * sin (waveNumber κ V * r + θ)) r := by
  have hk : waveNumber κ V ^ 2 = κ ^ 2 + V := sq_sqrt hV
  have hl : HasDerivAt (fun r => waveNumber κ V * r + θ) (waveNumber κ V) r := by
    simpa using ((hasDerivAt_id' r).const_mul (waveNumber κ V)).add_const θ
  refine ⟨hl.sin.congr_deriv (by ring), (hl.cos.const_mul _).congr_deriv ?_⟩
  linear_combination (-sin (waveNumber κ V * r + θ)) * hk

/-- The phase shift is `δ` exactly when the Wronskian of the interior wave and
`sin (κ r + δ)` vanishes at the edge of the well. -/
theorem hasPhaseShift_iff {κ : ℝ} (hκ : 0 < κ) (R V₀ δ : ℝ) :
    HasPhaseShift κ R V₀ δ ↔
      waveNumber κ V₀ * cos (waveNumber κ V₀ * R) * sin (κ * R + δ) =
        κ * cos (κ * R + δ) * sin (waveNumber κ V₀ * R) := by
  constructor
  · rintro ⟨A, h1, h2⟩
    rw [h1, h2]
    ring
  · intro h
    have hu := sin_sq_add_cos_sq (κ * R + δ)
    have hi : κ * κ⁻¹ = 1 := mul_inv_cancel₀ hκ.ne'
    -- the amplitude is the projection of the interior data on the exterior wave
    refine ⟨sin (waveNumber κ V₀ * R) * sin (κ * R + δ) +
      κ⁻¹ * (waveNumber κ V₀ * cos (waveNumber κ V₀ * R)) * cos (κ * R + δ), ?_, ?_⟩
    · linear_combination (-sin (waveNumber κ V₀ * R)) * hu
        - κ⁻¹ * cos (κ * R + δ) * h
        - cos (κ * R + δ) ^ 2 * sin (waveNumber κ V₀ * R) * hi
    · linear_combination (-(waveNumber κ V₀ * cos (waveNumber κ V₀ * R))) * hu
        + sin (κ * R + δ) * h
        - waveNumber κ V₀ * cos (waveNumber κ V₀ * R) * cos (κ * R + δ) ^ 2 * hi

/-- When neither wave has a node at `R`, the phase shift is `δ` exactly when
`K cot (K R) = κ cot (κ R + δ)`. -/
theorem hasPhaseShift_iff_cot {κ R V₀ δ : ℝ} (hκ : 0 < κ)
    (hin : sin (waveNumber κ V₀ * R) ≠ 0) (hout : sin (κ * R + δ) ≠ 0) :
    HasPhaseShift κ R V₀ δ ↔
      waveNumber κ V₀ * Real.cot (waveNumber κ V₀ * R) = κ * Real.cot (κ * R + δ) := by
  rw [hasPhaseShift_iff hκ, Real.cot_eq_cos_div_sin, Real.cot_eq_cos_div_sin,
    ← mul_div_assoc, ← mul_div_assoc, div_eq_div_iff hin hout]

/-- The phase shift of a given well is determined exactly up to integer multiples of `π`. -/
theorem phaseShift_unique_mod_pi {κ R V₀ δ : ℝ} (hκ : 0 < κ) (hV : 0 < κ ^ 2 + V₀)
    (h : HasPhaseShift κ R V₀ δ) (δ' : ℝ) :
    HasPhaseShift κ R V₀ δ' ↔ ∃ m : ℤ, δ' = δ + m * π := by
  have hK : waveNumber κ V₀ ≠ 0 := (sqrt_pos.2 hV).ne'
  rw [hasPhaseShift_iff hκ] at h ⊢
  constructor
  · intro h'
    have key : sin (δ' - δ) = sin (κ * R + δ') * cos (κ * R + δ)
        - cos (κ * R + δ') * sin (κ * R + δ) := by
      rw [← sin_sub]
      congr 1
      ring
    have e1 : sin (δ' - δ) * (waveNumber κ V₀ * cos (waveNumber κ V₀ * R)) = 0 := by
      rw [key]
      linear_combination cos (κ * R + δ) * h' - cos (κ * R + δ') * h
    have e2 : sin (δ' - δ) * (κ * sin (waveNumber κ V₀ * R)) = 0 := by
      rw [key]
      linear_combination sin (κ * R + δ) * h' - sin (κ * R + δ') * h
    -- value and slope of the interior wave cannot vanish together
    have h0 : sin (δ' - δ) = 0 := by
      by_contra hne
      have c0 := ((mul_eq_zero.1 e1).resolve_left hne |> mul_eq_zero.1).resolve_left hK
      have s0 := ((mul_eq_zero.1 e2).resolve_left hne |> mul_eq_zero.1).resolve_left hκ.ne'
      have hu := sin_sq_add_cos_sq (waveNumber κ V₀ * R)
      rw [c0, s0] at hu
      norm_num at hu
    obtain ⟨m, hm⟩ := sin_eq_zero_iff.1 h0
    exact ⟨m, by linarith⟩
  · rintro ⟨m, rfl⟩
    rw [← add_assoc, sin_add_int_mul_pi, cos_add_int_mul_pi]
    linear_combination (-1 : ℝ) ^ m * h

/-- The sine has no zero strictly between `n π` and `(n + 1) π`. -/
theorem sin_ne_zero_of_mem {n : ℕ} {x : ℝ} (h : x ∈ Ioo (n * π) ((n + 1) * π)) :
    sin x ≠ 0 := by
  intro h0
  obtain ⟨m, hm⟩ := sin_eq_zero_iff.1 h0
  rw [← hm] at h
  have h1 : (n : ℝ) < m := lt_of_mul_lt_mul_right h.1 pi_pos.le
  have h2 : (m : ℝ) < n + 1 := lt_of_mul_lt_mul_right h.2 pi_pos.le
  have h3 : (n : ℤ) < m := by exact_mod_cast h1
  have h4 : m < (n : ℤ) + 1 := by exact_mod_cast h2
  omega

/-- The function `x cot x` is strictly decreasing between `n π` and `(n + 1) π`. -/
theorem strictAntiOn_mul_cot (n : ℕ) :
    StrictAntiOn (fun x : ℝ => x * cos x / sin x) (Ioo (n * π) ((n + 1) * π)) := by
  have hd : ∀ x ∈ Ioo (n * π) ((n + 1) * π), HasDerivAt (fun x : ℝ => x * cos x / sin x)
      ((sin x * cos x - x) / sin x ^ 2) x := by
    intro x hx
    refine (((hasDerivAt_id' x).fun_mul (Real.hasDerivAt_cos x)).fun_div
      (Real.hasDerivAt_sin x) (sin_ne_zero_of_mem hx)).congr_deriv ?_
    congr 1
    linear_combination (-x) * sin_sq_add_cos_sq x
  apply strictAntiOn_of_deriv_neg (convex_Ioo _ _)
    (fun x hx => (hd x hx).continuousAt.continuousWithinAt)
  intro x hx
  rw [interior_Ioo] at hx
  rw [(hd x hx).deriv]
  have hs := sin_ne_zero_of_mem hx
  have hn : 0 ≤ (n : ℝ) * π := by positivity
  have h2 := Real.sin_lt (x := 2 * x) (by linarith [hx.1])
  rw [sin_two_mul] at h2
  exact div_neg_of_neg_of_pos (by linarith) (by positivity)

/-- For `s ≠ 0` and `n ≥ 1`, the matching equation `x cos x · s = c · sin x` has exactly one
solution between `n π` and `(n + 1) π`. -/
theorem existsUnique_root {n : ℕ} (hn : 0 < n) {s : ℝ} (c : ℝ) (hs : s ≠ 0) :
    ∃! x : ℝ, x ∈ Ioo (n * π) ((n + 1) * π) ∧ x * cos x * s = c * sin x := by
  obtain ⟨g, hg⟩ : ∃ g : ℝ → ℝ, ∀ x, g x = (-1) ^ n * s * (x * cos x * s - c * sin x) :=
    ⟨_, fun _ => rfl⟩
  have hcont : Continuous g := by
    rw [funext hg]
    fun_prop
  have hp : (-1 : ℝ) ^ n * (-1) ^ n = 1 := by
    rw [← mul_pow]
    norm_num
  have hn' : (0 : ℝ) < n := by exact_mod_cast hn
  have hπ := pi_pos
  -- opposite signs at the two ends of the window
  have ha : g (n * π) = n * π * s ^ 2 := by
    rw [hg, cos_nat_mul_pi, sin_nat_mul_pi]
    linear_combination n * π * s ^ 2 * hp
  have hb : g ((n + 1) * π) = -((n + 1) * π * s ^ 2) := by
    have hc : cos ((n + 1) * π) = -(-1) ^ n := by
      rw [add_mul, one_mul, cos_add_pi, cos_nat_mul_pi]
    have hs' : sin ((n + 1) * π) = 0 := by
      rw [add_mul, one_mul, sin_add_pi, sin_nat_mul_pi, neg_zero]
    rw [hg, hc, hs']
    linear_combination (-((n + 1) * π * s ^ 2)) * hp
  have hmem : (0 : ℝ) ∈ Ioo (g ((n + 1) * π)) (g (n * π)) := by
    rw [ha, hb]
    exact ⟨neg_neg_of_pos (by positivity), by positivity⟩
  obtain ⟨x, hx, h0⟩ := intermediate_value_Ioo' (by nlinarith) hcont.continuousOn hmem
  rw [hg] at h0
  have hne : (-1 : ℝ) ^ n * s ≠ 0 := mul_ne_zero (pow_ne_zero _ (by norm_num)) hs
  have hroot := sub_eq_zero.1 ((mul_eq_zero.1 h0).resolve_left hne)
  have q : ∀ z ∈ Ioo (n * π) ((n + 1) * π), z * cos z * s = c * sin z →
      z * cos z / sin z = c / s :=
    fun z hz h => (div_eq_div_iff (sin_ne_zero_of_mem hz) hs).2 h
  refine ⟨x, ⟨hx, hroot⟩, ?_⟩
  rintro y ⟨hy, hy'⟩
  exact (strictAntiOn_mul_cot n).injOn hy hx ((q y hy hy').trans (q x hx hroot).symm)

/-- If `sin (κ R + δ) ≠ 0` and `n π > κ R`, exactly one attractive well of radius `R` has its
interior wave number between `n π / R` and `(n + 1) π / R` and s-wave phase shift `δ`. -/
theorem existsUnique_depth {κ R δ : ℝ} {n : ℕ} (hκ : 0 < κ) (hR : 0 < R)
    (hn : κ * R < n * π) (hs : sin (κ * R + δ) ≠ 0) :
    ∃! V₀ : ℝ, 0 < V₀ ∧ waveNumber κ V₀ ∈ Ioo (n * π / R) ((n + 1) * π / R) ∧
      HasPhaseShift κ R V₀ δ := by
  have hn0 : 0 < n := by
    rcases Nat.eq_zero_or_pos n with h | h
    · rw [h, Nat.cast_zero, zero_mul] at hn
      linarith [mul_pos hκ hR]
    · exact h
  obtain ⟨x, ⟨hx, hroot⟩, huniq⟩ := existsUnique_root hn0 (κ * R * cos (κ * R + δ)) hs
  have hxR : κ < x / R := by
    rw [lt_div_iff₀ hR]
    linarith [hx.1]
  have hK : waveNumber κ ((x / R) ^ 2 - κ ^ 2) = x / R := by
    unfold waveNumber
    rw [show κ ^ 2 + ((x / R) ^ 2 - κ ^ 2) = (x / R) ^ 2 by ring]
    exact sqrt_sq (by linarith)
  have hKR : x / R * R = x := div_mul_cancel₀ x hR.ne'
  refine ⟨(x / R) ^ 2 - κ ^ 2, ⟨by nlinarith, ?_, ?_⟩, ?_⟩
  · rw [hK]
    exact ⟨div_lt_div_of_pos_right hx.1 hR, div_lt_div_of_pos_right hx.2 hR⟩
  · rw [hasPhaseShift_iff hκ, hK, hKR]
    apply mul_right_cancel₀ hR.ne'
    linear_combination hroot + cos x * sin (κ * R + δ) * hKR
  · -- any other such well has the same `K R`, hence the same depth
    rintro V ⟨hV, hw, hp⟩
    rw [hasPhaseShift_iff hκ] at hp
    have h := huniq (waveNumber κ V * R)
      ⟨⟨(div_lt_iff₀ hR).1 hw.1, (lt_div_iff₀ hR).1 hw.2⟩, by linear_combination R * hp⟩
    have hsq : waveNumber κ V ^ 2 = κ ^ 2 + V := sq_sqrt (by positivity)
    rw [← h, mul_div_cancel_right₀ _ hR.ne', hsq]
    ring

/-- If `sin (κ R + δ) = 0`, no well with interior wave number strictly between `n π / R` and
`(n + 1) π / R` has phase shift `δ`. -/
theorem no_depth_of_node {κ R V₀ δ : ℝ} {n : ℕ} (hR : 0 < R)
    (hs : sin (κ * R + δ) = 0)
    (hw : waveNumber κ V₀ ∈ Ioo (n * π / R) ((n + 1) * π / R)) :
    ¬ HasPhaseShift κ R V₀ δ := by
  rintro ⟨A, h, -⟩
  rw [hs, mul_zero] at h
  exact sin_ne_zero_of_mem ⟨(div_lt_iff₀ hR).1 hw.1, (lt_div_iff₀ hR).1 hw.2⟩ h

/-- At fixed energy and radius, every phase shift `δ`, zero included, is attained by
arbitrarily deep square wells. -/
theorem exists_arbitrarily_deep {κ R : ℝ} (hκ : 0 < κ) (hR : 0 < R) (δ M : ℝ) :
    ∃ V₀ : ℝ, M < V₀ ∧ HasPhaseShift κ R V₀ δ := by
  obtain ⟨n, hn⟩ := exists_nat_gt ((κ + |M| + 1) * R / π)
  have hM := abs_nonneg M
  have hn' : (κ + |M| + 1) * R < n * π := (div_lt_iff₀ pi_pos).1 hn
  have hb : κ + |M| + 1 < n * π / R := (lt_div_iff₀ hR).2 hn'
  have deep : ∀ K : ℝ, κ + |M| + 1 < K → M < K ^ 2 - κ ^ 2 := by
    intro K hK
    have h := pow_lt_pow_left₀ hK (by positivity) two_ne_zero
    nlinarith [le_abs_self M, mul_nonneg hκ.le hM, sq_nonneg |M|]
  by_cases hs : sin (κ * R + δ) = 0
  · -- both waves have a node at the edge of the well
    have hK : waveNumber κ ((n * π / R) ^ 2 - κ ^ 2) = n * π / R := by
      unfold waveNumber
      rw [show κ ^ 2 + ((n * π / R) ^ 2 - κ ^ 2) = (n * π / R) ^ 2 by ring]
      exact sqrt_sq (by positivity)
    refine ⟨(n * π / R) ^ 2 - κ ^ 2, deep _ hb, ?_⟩
    rw [hasPhaseShift_iff hκ, hK, div_mul_cancel₀ _ hR.ne', hs, sin_nat_mul_pi,
      mul_zero, mul_zero]
  · have hlt : κ * R < n * π := by nlinarith [mul_nonneg hM hR.le]
    obtain ⟨V, ⟨hV, hw, hp⟩, -⟩ := existsUnique_depth hκ hR hlt hs
    have hsq : waveNumber κ V ^ 2 = κ ^ 2 + V := sq_sqrt (by positivity)
    exact ⟨V, by linarith [deep _ (hb.trans hw.1)], hp⟩

end

end SquareWellPhaseShift
```

```lean
#print axioms SquareWellPhaseShift.hasPhaseShift_iff_cot
#print axioms SquareWellPhaseShift.phaseShift_unique_mod_pi
#print axioms SquareWellPhaseShift.no_depth_of_node
#print axioms SquareWellPhaseShift.exists_arbitrarily_deep
```

```
'SquareWellPhaseShift.hasPhaseShift_iff_cot' depends on axioms: [propext, Classical.choice, Quot.sound]
'SquareWellPhaseShift.phaseShift_unique_mod_pi' depends on axioms: [propext, Classical.choice, Quot.sound]
'SquareWellPhaseShift.no_depth_of_node' depends on axioms: [propext, Classical.choice, Quot.sound]
'SquareWellPhaseShift.exists_arbitrarily_deep' depends on axioms: [propext, Classical.choice, Quot.sound]
```

## How the proof follows the derivation

`wave_solves` differentiates sin(Kr + θ) twice. With θ = 0 and `V` equal to the depth it covers the interior; with `V` = 0 and θ = δ it covers the exterior, where the wave number is κ.

`hasPhaseShift_iff` proves the equivalence with (W). Its reverse direction supplies the amplitude A given above, and `linear_combination` checks the two matching conditions from (W) and sin² + cos² = 1. `hasPhaseShift_iff_cot` then divides by the two sines. Lean's cotangent takes the value 0 at its poles, which is why the definition uses matching and the cotangent form carries two hypotheses.

`phaseShift_unique_mod_pi` obtains the two vanishing products as `e1` and `e2`. It also proves the converse, that adding mπ preserves the phase-shift property.

`sin_ne_zero_of_mem` reduces to the fact that no integer lies strictly between n and n + 1. `strictAntiOn_mul_cot` computes the derivative of x cot x and gets its sign from `Real.sin_lt` at 2x.

`existsUnique_root` contains the main argument. The end values of `g` are `ha` and `hb`, `intermediate_value_Ioo'` gives the root, and injectivity of the strictly decreasing function gives uniqueness.

`existsUnique_depth` translates x into V₀. For uniqueness, it shows that any competing well has the same KR, and squaring K recovers the depth.

`no_depth_of_node` is the value condition with sin φ = 0. `exists_arbitrarily_deep` chooses n as above and splits on whether sin φ vanishes, using the window end in one case and `existsUnique_depth` in the other.
